# For two positive couplings, exactly one positive temperature solves the Onsager condition

To estimate the temperature at which a surface reconstruction disorders, I fit two nearest-neighbour Ising couplings to total energies, \(J_x\) along the rows and \(J_y\) across them, and hand

\[
\sinh(2J_x/T)\,\sinh(2J_y/T)=1
\]

to a root finder. Both couplings are positive. From one starting guess the solver returned a negative temperature, which made me wonder whether there might also be a second positive root that I never see. I have also met the condition as \(x+y+xy=1\) with Boltzmann factors \(x\) and \(y\), and I can't see that it is the same equation. Can I trust the root, and does it at least move the right way when I refine a coupling?

## One positive root, rising with either coupling

Yes. There is exactly one positive root, and it rises strictly if you raise one coupling without lowering the other. The negative number was its mirror image: replacing \(T\) by \(-T\) changes the sign of both sines and leaves their product alone. So for a surface described by this two-coupling Ising model, a solver that converges to a positive temperature has found the only candidate.

Temperatures are in energy units, \(k_B=1\). With spins \(\pm1\) and energy \(-J s s'\) per bond, breaking a bond costs \(2J\), so \(x=e^{-2J_x/T}\) and \(y=e^{-2J_y/T}\) are the Boltzmann factors of one broken bond in each direction.

**The two forms agree.** Write \(a=2J_x/T\), \(b=2J_y/T\) and \(S=\sinh a\,\sinh b\). Since \(2\sinh a=e^a-e^{-a}\), multiplying by \(x=e^{-a}\) gives \(2x\sinh a=1-x^2\), and likewise \(2y\sinh b=1-y^2\). Hence

\[
\begin{aligned}
4xy(S-1)&=(1-x^2)(1-y^2)-4xy\\
&=(1-xy)^2-(x+y)^2\\
&=(1-xy-x-y)(1-xy+x+y).
\end{aligned}
\]

The last factor equals \(1+y+x(1-y)\), which is positive because \(x>0\) and \(0<y<1\). As \(4xy\) is not zero, \(S=1\) holds exactly when \(x+y+xy=1\). This used \(T>0\) and \(J_y>0\), but not the sign of \(J_x\). At the negative mirror root \(x\) and \(y\) both exceed one, so the second form fails there.

**There is at most one root.** As a positive \(T\) rises, \(2J_x/T\) and \(2J_y/T\) both fall. The hyperbolic sine is increasing and both factors are positive, so the product falls strictly and takes the value one at most once.

**There is a root.** Let \(\beta=1/T\) and \(f(\beta)=\sinh(2J_x\beta)\sinh(2J_y\beta)\). Then \(f(0)=0\). At \(B=1/(2J_x)+1/(2J_y)\) the arguments are \(1+J_x/J_y\) and \(1+J_y/J_x\), both at least one. Since \(\sinh u\ge u\) for \(u\ge0\), \(f(B)\ge1\). By continuity \(f(\beta)=1\) for some \(\beta\) in \([0,B]\), which is not zero, and \(T=1/\beta\) is the root.

**The root rises with the couplings.** Let \(J_x\le J_x'\) and \(J_y\le J_y'\), with at least one inequality strict, and let \(T\) and \(T'\) be the corresponding roots. If \(T'\le T\), then \(2J_x/T\le 2J_x'/T'\) and \(2J_y/T\le 2J_y'/T'\), strictly for a coupling that was raised. The primed product would exceed the unprimed one, yet both equal one. So \(T<T'\).

**Equal couplings.** Because \(1/(1+\sqrt2)=\sqrt2-1\),

\[
\sinh\ln(1+\sqrt2)=\tfrac12\left[(1+\sqrt2)-(\sqrt2-1)\right]=1.
\]

For \(J_x=J_y=J\) the condition is therefore met when \(2J/T=\ln(1+\sqrt2)\), and the unique root is \(T=2J/\ln(1+\sqrt2)\approx2.269\,J\). This is a handy test value for your solver.

**Weakly coupled rows.** Fix \(J_x\) and choose any \(\varepsilon>0\). The coupling

\[
\delta=\frac{\varepsilon}{2}\,\operatorname{arsinh}\frac{1}{\sinh(2J_x/\varepsilon)}
\]

makes the product one at \(T=\varepsilon\), so \(\varepsilon\) is its root. Every positive \(J_y<\delta\) then has a root below \(\varepsilon\): the root tends to zero as the rows decouple.

## What the Lean statements say about the couplings and the temperature

Couplings and temperatures are real numbers. `onsagerProduct Jx Jy T` is the product \(S\), and `IsCritical Jx Jy T` says that \(T>0\) and \(S=1\); the positivity removes your mirror root.

- `onsager_iff_boltzmann` is the equivalence with \(x+y+xy=1\), for \(T>0\) and \(J_y>0\), with \(J_x\) of any sign. If both couplings are negative it can fail: \(S\) may be one while \(x\) and \(y\) both exceed one.
- `onsagerProduct_strictAnti` says that, for two positive couplings, the product is strictly smaller at \(T'\) than at \(T\) whenever \(0<T<T'\).
- `existsUnique_critical` says that two positive couplings have exactly one critical temperature; `∃!` means "there is exactly one".
- `critical_strictMono` compares two coupling pairs. Its hypothesis `hne` says that at least one coupling has been raised.
- `isotropic_critical_iff` says that \(T\) is critical for equal positive couplings if and only if it is \(2J/\ln(1+\sqrt2)\).
- `critical_small_of_weak_coupling` is the decoupling limit in epsilon-delta form.

The word "critical" is a definition here. That the root marks the ordering transition of the infinite rectangular Ising lattice is Onsager's result in statistical mechanics, and the file takes it as the reason for studying this equation; it contains no partition function or magnetisation. Whether two nearest-neighbour couplings describe your surface is a separate physical question, since longer-ranged interactions, defects and finite terraces do not enter.

```lean
import Mathlib

open Real

namespace OnsagerCriticalTemperature

noncomputable section

/-- The product `sinh (2 Jx / T) * sinh (2 Jy / T)` for an Ising model on a rectangular lattice
with couplings `Jx`, `Jy` at temperature `T ≠ 0`, in units with Boltzmann constant one. -/
def onsagerProduct (Jx Jy T : ℝ) : ℝ := sinh (2 * Jx / T) * sinh (2 * Jy / T)

/-- `T` is a critical temperature for the couplings `Jx`, `Jy`: it is positive and satisfies
the Onsager condition. -/
def IsCritical (Jx Jy T : ℝ) : Prop := 0 < T ∧ onsagerProduct Jx Jy T = 1

/-- For `Jy > 0` and `T > 0` the Onsager condition is equivalent to `x + y + x y = 1` for the
Boltzmann factors `x = exp (-2 Jx / T)` and `y = exp (-2 Jy / T)`. -/
theorem onsager_iff_boltzmann {Jx Jy T : ℝ} (hy : 0 < Jy) (hT : 0 < T) :
    onsagerProduct Jx Jy T = 1 ↔
      exp (-(2 * Jx / T)) + exp (-(2 * Jy / T))
        + exp (-(2 * Jx / T)) * exp (-(2 * Jy / T)) = 1 := by
  unfold onsagerProduct
  have hb : 0 < 2 * Jy / T := by positivity
  generalize 2 * Jx / T = a
  generalize 2 * Jy / T = b at hb ⊢
  have hs : ∀ u : ℝ, 2 * exp (-u) * sinh u = 1 - exp (-u) ^ 2 := by
    intro u
    have h : exp u * exp (-u) = 1 := by rw [← exp_add, add_neg_cancel, exp_zero]
    rw [sinh_eq]
    linear_combination h
  have ha := hs a
  have hb' := hs b
  have hx0 : 0 < exp (-a) := exp_pos _
  have hy0 : 0 < exp (-b) := exp_pos _
  have hy1 : exp (-b) < 1 := Real.exp_lt_one_iff.mpr (by linarith)
  generalize exp (-a) = x at *
  generalize exp (-b) = y at *
  -- the condition factorises, and only the first factor can vanish
  have key : 4 * x * y * (sinh a * sinh b - 1)
      = (1 - x * y - x - y) * (1 - x * y + x + y) := by
    linear_combination (2 * y * sinh b) * ha + (1 - x ^ 2) * hb'
  have hpos : 0 < 1 - x * y + x + y := by
    nlinarith [mul_pos hx0 (sub_pos.mpr hy1)]
  constructor
  · intro h
    rw [h, sub_self, mul_zero] at key
    rcases mul_eq_zero.mp key.symm with h1 | h1
    · linarith
    · exact absurd h1 hpos.ne'
  · intro h
    have h1 : 1 - x * y - x - y = 0 := by linarith
    rw [h1, zero_mul] at key
    have h2 : 4 * x * y ≠ 0 := by positivity
    rcases mul_eq_zero.mp key with h3 | h3
    · exact absurd h3 h2
    · linarith

/-- For positive couplings the Onsager product decreases strictly as the positive temperature
rises. -/
theorem onsagerProduct_strictAnti {Jx Jy T T' : ℝ} (hx : 0 < Jx) (hy : 0 < Jy)
    (hT : 0 < T) (h : T < T') : onsagerProduct Jx Jy T' < onsagerProduct Jx Jy T := by
  have hT' : 0 < T' := hT.trans h
  have hlt : ∀ J : ℝ, 0 < J → sinh (2 * J / T') < sinh (2 * J / T) := fun J hJ =>
    sinh_lt_sinh.mpr (div_lt_div_of_pos_left (by positivity) hT h)
  have hnn : ∀ J : ℝ, 0 < J → 0 ≤ sinh (2 * J / T') := fun J hJ =>
    (sinh_pos_iff.mpr (by positivity)).le
  exact mul_lt_mul'' (hlt Jx hx) (hlt Jy hy) (hnn Jx hx) (hnn Jy hy)

/-- For positive couplings exactly one positive temperature satisfies the Onsager condition. -/
theorem existsUnique_critical {Jx Jy : ℝ} (hx : 0 < Jx) (hy : 0 < Jy) :
    ∃! T : ℝ, IsCritical Jx Jy T := by
  -- existence: the product runs continuously from 0 to at least 1 in the inverse temperature
  have hcont : Continuous (fun b : ℝ => sinh (2 * Jx * b) * sinh (2 * Jy * b)) :=
    (continuous_sinh.comp (continuous_const.mul continuous_id)).mul
      (continuous_sinh.comp (continuous_const.mul continuous_id))
  obtain ⟨B, hB, hBx, hBy⟩ : ∃ B : ℝ, 0 < B ∧ 1 ≤ 2 * Jx * B ∧ 1 ≤ 2 * Jy * B := by
    refine ⟨1 / (2 * Jx) + 1 / (2 * Jy), by positivity, ?_, ?_⟩
    · have e : 2 * Jx * (1 / (2 * Jx)) = 1 := mul_one_div_cancel (by positivity)
      have p : 0 ≤ 2 * Jx * (1 / (2 * Jy)) := by positivity
      rw [mul_add]
      linarith
    · have e : 2 * Jy * (1 / (2 * Jy)) = 1 := mul_one_div_cancel (by positivity)
      have p : 0 ≤ 2 * Jy * (1 / (2 * Jx)) := by positivity
      rw [mul_add]
      linarith
  have hsx : 1 ≤ sinh (2 * Jx * B) := hBx.trans (self_le_sinh_iff.mpr (by linarith))
  have hsy : 1 ≤ sinh (2 * Jy * B) := hBy.trans (self_le_sinh_iff.mpr (by linarith))
  obtain ⟨b, hb, hfb⟩ := intermediate_value_Icc hB.le hcont.continuousOn
    (show (1 : ℝ) ∈ Set.Icc (sinh (2 * Jx * 0) * sinh (2 * Jy * 0))
        (sinh (2 * Jx * B) * sinh (2 * Jy * B)) from
      ⟨by simp, by nlinarith⟩)
  have hb0 : 0 < b := by
    refine lt_of_le_of_ne hb.1 ?_
    rintro rfl
    simp at hfb
  refine ⟨b⁻¹, ⟨inv_pos.mpr hb0, ?_⟩, ?_⟩
  · unfold onsagerProduct
    rw [div_inv_eq_mul, div_inv_eq_mul]
    exact hfb
  -- uniqueness: the product is strictly decreasing in the temperature
  · rintro T ⟨hT, hT1⟩
    have hc : onsagerProduct Jx Jy b⁻¹ = 1 := by
      unfold onsagerProduct
      rw [div_inv_eq_mul, div_inv_eq_mul]
      exact hfb
    rcases lt_trichotomy T b⁻¹ with h | h | h
    · have := onsagerProduct_strictAnti hx hy hT h
      linarith
    · exact h
    · have := onsagerProduct_strictAnti hx hy (inv_pos.mpr hb0) h
      linarith

/-- If neither of two positive couplings is lowered and at least one is raised, the critical
temperature rises strictly. -/
theorem critical_strictMono {Jx Jy Jx' Jy' T T' : ℝ} (hx : 0 < Jx) (hy : 0 < Jy)
    (hxx : Jx ≤ Jx') (hyy : Jy ≤ Jy') (hne : Jx < Jx' ∨ Jy < Jy')
    (hc : IsCritical Jx Jy T) (hc' : IsCritical Jx' Jy' T') : T < T' := by
  obtain ⟨hT, h1⟩ := hc
  obtain ⟨hT', h1'⟩ := hc'
  by_contra hcon
  have h : T' ≤ T := not_lt.mp hcon
  have hle : ∀ J J' : ℝ, 0 < J → J ≤ J' → sinh (2 * J / T) ≤ sinh (2 * J' / T') := by
    intro J J' hJ hJJ
    rw [sinh_le_sinh, div_le_div_iff₀ hT hT']
    have := mul_le_mul hJJ h hT'.le (hJ.le.trans hJJ)
    linarith
  have hlt : ∀ J J' : ℝ, 0 < J → J < J' → sinh (2 * J / T) < sinh (2 * J' / T') := by
    intro J J' hJ hJJ
    rw [sinh_lt_sinh, div_lt_div_iff₀ hT hT']
    have := mul_lt_mul hJJ h hT' (hJ.le.trans hJJ.le)
    linarith
  have px : 0 < sinh (2 * Jx / T) := sinh_pos_iff.mpr (by positivity)
  have py : 0 < sinh (2 * Jy / T) := sinh_pos_iff.mpr (by positivity)
  have lx := hle Jx Jx' hx hxx
  have ly := hle Jy Jy' hy hyy
  -- a critical temperature that failed to rise would push the product above one
  have hprod : onsagerProduct Jx Jy T < onsagerProduct Jx' Jy' T' := by
    rcases hne with h2 | h2
    · exact mul_lt_mul (hlt Jx Jx' hx h2) ly py (px.le.trans lx)
    · exact mul_lt_mul' lx (hlt Jy Jy' hy h2) py.le (px.trans_le lx)
  linarith

/-- For equal positive couplings `J` the critical temperature is `2 J / ln (1 + √2)`. -/
theorem isotropic_critical_iff {J T : ℝ} (hJ : 0 < J) :
    IsCritical J J T ↔ T = 2 * J / log (1 + √2) := by
  have h2 : √2 * √2 = 2 := mul_self_sqrt (by norm_num)
  have hr : 0 < √2 := sqrt_pos.mpr (by norm_num)
  have hL : 0 < log (1 + √2) := log_pos (by linarith)
  have hinv : (1 + √2)⁻¹ = √2 - 1 :=
    inv_eq_of_mul_eq_one_right (by linear_combination h2)
  have hs : sinh (log (1 + √2)) = 1 := by
    rw [sinh_eq, exp_neg, exp_log (by linarith), hinv]
    ring
  have hc : IsCritical J J (2 * J / log (1 + √2)) := by
    refine ⟨by positivity, ?_⟩
    have e : 2 * J / (2 * J / log (1 + √2)) = log (1 + √2) := by
      field_simp
    unfold onsagerProduct
    rw [e, hs, mul_one]
  constructor
  · intro h
    exact (existsUnique_critical hJ hJ).unique h hc
  · rintro rfl
    exact hc

/-- At fixed `Jx > 0` the critical temperature tends to zero as the positive coupling `Jy`
tends to zero. -/
theorem critical_small_of_weak_coupling {Jx ε : ℝ} (hx : 0 < Jx) (hε : 0 < ε) :
    ∃ δ > 0, ∀ Jy T : ℝ, 0 < Jy → Jy < δ → IsCritical Jx Jy T → T < ε := by
  have hs : 0 < sinh (2 * Jx / ε) := sinh_pos_iff.mpr (by positivity)
  have ha : 0 < arsinh (1 / sinh (2 * Jx / ε)) := arsinh_pos_iff.mpr (by positivity)
  -- the threshold is the coupling whose critical temperature is exactly ε
  refine ⟨ε / 2 * arsinh (1 / sinh (2 * Jx / ε)), by positivity, ?_⟩
  intro Jy T hy hlt hc
  refine critical_strictMono hx hy le_rfl hlt.le (Or.inr hlt) hc ⟨hε, ?_⟩
  have e : ∀ A : ℝ, 2 * (ε / 2 * A) / ε = A := by
    intro A
    field_simp
  unfold onsagerProduct
  rw [e, sinh_arsinh]
  exact mul_one_div_cancel hs.ne'

end

end OnsagerCriticalTemperature
```

```lean
#print axioms OnsagerCriticalTemperature.onsager_iff_boltzmann
-- 'OnsagerCriticalTemperature.onsager_iff_boltzmann' depends on axioms: [propext, Classical.choice, Quot.sound]
#print axioms OnsagerCriticalTemperature.existsUnique_critical
-- 'OnsagerCriticalTemperature.existsUnique_critical' depends on axioms: [propext, Classical.choice, Quot.sound]
#print axioms OnsagerCriticalTemperature.isotropic_critical_iff
-- 'OnsagerCriticalTemperature.isotropic_critical_iff' depends on axioms: [propext, Classical.choice, Quot.sound]
#print axioms OnsagerCriticalTemperature.critical_small_of_weak_coupling
-- 'OnsagerCriticalTemperature.critical_small_of_weak_coupling' depends on axioms: [propext, Classical.choice, Quot.sound]
```

## From the factorisation to the threshold coupling

In `onsager_iff_boltzmann`, the auxiliary `hs` is the identity \(2e^{-u}\sinh u=1-e^{-2u}\). The `generalize` steps then replace the arguments and exponentials by plain letters, so that `key`, the factorisation above, becomes polynomial algebra for `linear_combination`. `hpos` is the positivity of the second factor, obtained from \(x(1-y)>0\). Each direction of the equivalence then asks which factor of a vanishing product is zero.

`onsagerProduct_strictAnti` compares the two sines separately and multiplies the inequalities, which is allowed because the smaller sines are nonnegative.

`existsUnique_critical` works in the inverse temperature, as above. It constructs \(B\), bounds both sines below by one through `self_le_sinh_iff`, and applies `intermediate_value_Icc`. The resulting `b` is nonzero because the product vanishes at zero, and `b⁻¹` is the temperature. For uniqueness, `lt_trichotomy` splits into three cases; if another root lay below or above `b⁻¹`, strict decrease would give \(1<1\).

`critical_strictMono` argues by contradiction from \(T'\le T\). `hle` and `hlt` are the weak and strict comparisons of the sines, proved by cross-multiplying the fractions. `hprod` combines them, with one case for each coupling that may have been raised, and `linarith` finds the clash with both products being one.

In `isotropic_critical_iff`, `hs` is the evaluation \(\sinh\ln(1+\sqrt2)=1\) and `hc` shows that the stated temperature is critical. Uniqueness then identifies any other critical temperature with it.

The last theorem supplies \(\delta\) explicitly, checks with `sinh_arsinh` that \(\varepsilon\) is critical for that coupling, and calls `critical_strictMono` with \(J_x\) unchanged and \(J_y\) raised to \(\delta\).
